# The MP2 Hylleraas functional has a unique minimiser when all occupied levels lie below all virtual levels

Take two occupied spin orbitals $i, j$ and two virtual ones $a, b$, with real orbital energies $e_i, e_j, e_a, e_b$. There is one double excitation, with amplitude $t$, coupling $A$ to the reference determinant and energy cost $d = e_a + e_b - e_i - e_j$. The second-order functional is then a parabola,

$$d\,t^2 + 2At = d\left(t + \frac{A}{d}\right)^2 - \frac{A^2}{d},$$

and for $d > 0$ its lowest point is $-A^2/d$, reached only at $t = -A/d$. With more orbitals I expect the same for

$$J(t) = \frac14 \sum_{ijab} \left( d_{ijab}\, t_{ijab}^2 + 2 A_{ijab}\, t_{ijab} \right),$$

namely a unique minimiser $t = -A/d$ and the minimum $-\frac14\sum A^2/d$, which is negative unless all couplings vanish. I would like to see this made rigorous and checked by machine, including what the ordering of the orbital energies contributes. How is that done?

## One parabola for each double excitation

The amplitudes in $J$ are not coupled to each other, so the two-by-two case already contains the argument. Write $x = (i,j,a,b)$ for a quadruple of two occupied and two virtual indices. The factor $\frac14$ is there because the sum runs over ordered quadruples: when $A$ and $t$ are antisymmetric in $i,j$ and in $a,b$, each excitation with $i \neq j$ and $a \neq b$ occurs four times with the same contribution, and quadruples with a repeated index contribute nothing. This turns $J$ into the single parabola above when there are two occupied and two virtual orbitals.

**Positive denominators.** Suppose $e_i < e_a$ for every occupied $i$ and virtual $a$. Then

$$d_{ijab} = (e_a - e_i) + (e_b - e_j) > 0.$$

**Completing the square.** Put $t^*_x = -A_x/d_x$, so that $d_x t^*_x = -A_x$ and $d_x (t^*_x)^2 = A_x^2/d_x$. Expanding the square gives

$$d_x (t_x - t^*_x)^2 = d_x t_x^2 + 2A_x t_x + \frac{A_x^2}{d_x}.$$

Solving for the first two terms on the right, summing over $x$ and multiplying by $\frac14$, we get

$$J(t) = E_2 + \frac14 \sum_x d_x (t_x - t^*_x)^2, \qquad E_2 = -\frac14 \sum_x \frac{A_x^2}{d_x}.$$

**Minimum and sign.** At $t = t^*$ the last sum vanishes and $J = E_2$. If $t \neq t^*$, some $t_x$ differs from $t^*_x$; its term is strictly positive and no other term is negative, so $J(t) > E_2$. In the same way, $\sum_x A_x^2/d_x$ is strictly positive as soon as one $A_x$ is non-zero, and it is zero if all of them are. Hence $E_2 < 0$ exactly when $A \neq 0$.

**Antisymmetry of the minimiser.** Exchanging $i$ with $j$, or $a$ with $b$, leaves $d$ unchanged. If $A$ changes sign under each exchange, so does $-A/d$. The minimisation over all real amplitudes therefore ends at amplitudes with the fermionic symmetry, although that symmetry was not imposed.

**Error of trial amplitudes.** If $e_a - e_i \geq g > 0$ for all $i$ and $a$, then $d_x \geq 2g$, and the completed square gives

$$J(t) - E_2 \geq \frac{g}{2} \sum_x (t_x - t^*_x)^2.$$

For antisymmetric amplitudes the squared norm of the corresponding error in the first-order wavefunction is $\frac14\sum_x (t_x - t^*_x)^2$, so in terms of that norm the factor is $2g$.

**A negative denominator.** Suppose $d_x < 0$ for one quadruple $x$, and let $C$ be any real number. Set $t_x = s$ and all other amplitudes to zero, with $s \geq 1$ so large that $d_x s \leq -(2|A_x| + 4|C| + 1)$. Then

$$J = \frac{s}{4}\,(d_x s + 2A_x) \leq -\frac{s}{4}\,(4|C| + 1) \leq -|C| - \frac14 < C,$$

so $J$ has no lower bound.

Here is the Lean file with these results.

```lean
import Mathlib

open Finset

namespace HylleraasMP2

noncomputable section

variable {o v : Type*}

/-- The energy denominator `e_a + e_b - e_i - e_j` of the index quadruple `(i, j, a, b)` with
occupied orbitals `i, j` and virtual orbitals `a, b`. -/
def denom (eo : o → ℝ) (ev : v → ℝ) : o × o × v × v → ℝ
  | (i, j, a, b) => ev a + ev b - eo i - eo j

/-- The first-order doubles amplitudes `-A / d`. -/
def amplitude (eo : o → ℝ) (ev : v → ℝ) (A : o × o × v × v → ℝ) (x : o × o × v × v) : ℝ :=
  -A x / denom eo ev x

/-- If every occupied level lies below every virtual level, all energy denominators
are positive. -/
theorem denom_pos {eo : o → ℝ} {ev : v → ℝ} (h : ∀ i a, eo i < ev a)
    (x : o × o × v × v) : 0 < denom eo ev x := by
  obtain ⟨i, j, a, b⟩ := x
  simp only [denom]
  linarith [h i a, h j b]

/-- If the couplings are antisymmetric in the occupied pair and in the virtual pair,
so are the first-order amplitudes. -/
theorem amplitude_antisymm (eo : o → ℝ) (ev : v → ℝ) {A : o × o × v × v → ℝ}
    (hocc : ∀ i j a b, A (j, i, a, b) = -A (i, j, a, b))
    (hvirt : ∀ i j a b, A (i, j, b, a) = -A (i, j, a, b)) (i j : o) (a b : v) :
    amplitude eo ev A (j, i, a, b) = -amplitude eo ev A (i, j, a, b) ∧
      amplitude eo ev A (i, j, b, a) = -amplitude eo ev A (i, j, a, b) := by
  -- the denominator is symmetric under both exchanges
  have h1 : denom eo ev (j, i, a, b) = denom eo ev (i, j, a, b) := by
    simp only [denom]; ring
  have h2 : denom eo ev (i, j, b, a) = denom eo ev (i, j, a, b) := by
    simp only [denom]; ring
  constructor
  · unfold amplitude
    rw [h1, hocc i j a b]
    ring
  · unfold amplitude
    rw [h2, hvirt i j a b]
    ring

variable [Fintype o] [Fintype v]

/-- The second-order Hylleraas functional `(1/4) ∑ (d t² + 2 A t)` of the doubles
amplitudes `t`. -/
def hylleraas (eo : o → ℝ) (ev : v → ℝ) (A t : o × o × v × v → ℝ) : ℝ :=
  (1 / 4) * ∑ x, (denom eo ev x * t x ^ 2 + 2 * A x * t x)

/-- The second-order Moller-Plesset energy `-(1/4) ∑ A² / d`. -/
def mp2Energy (eo : o → ℝ) (ev : v → ℝ) (A : o × o × v × v → ℝ) : ℝ :=
  -(1 / 4) * ∑ x, A x ^ 2 / denom eo ev x

/-- With all occupied levels below all virtual levels, the Hylleraas functional is the second-order
energy plus a weighted sum of squared deviations from the first-order amplitudes. -/
theorem hylleraas_eq {eo : o → ℝ} {ev : v → ℝ} (h : ∀ i a, eo i < ev a)
    (A t : o × o × v × v → ℝ) :
    hylleraas eo ev A t = mp2Energy eo ev A +
      (1 / 4) * ∑ x, denom eo ev x * (t x - amplitude eo ev A x) ^ 2 := by
  unfold hylleraas mp2Energy
  rw [Finset.mul_sum, Finset.mul_sum, Finset.mul_sum, ← Finset.sum_add_distrib]
  refine Finset.sum_congr rfl fun x _ => ?_
  have hd : denom eo ev x ≠ 0 := (denom_pos h x).ne'
  -- stationarity: d t* = -A
  have hA : denom eo ev x * amplitude eo ev A x = -A x := by
    unfold amplitude
    field_simp
  have hE : A x ^ 2 / denom eo ev x = denom eo ev x * amplitude eo ev A x ^ 2 := by
    rw [div_eq_iff hd]
    linear_combination (A x - denom eo ev x * amplitude eo ev A x) * hA
  linear_combination (1 / 4) * hE + (t x / 2) * hA

/-- With all occupied levels below all virtual levels, the second-order energy is negative
exactly when some coupling is non-zero. -/
theorem mp2Energy_neg_iff {eo : o → ℝ} {ev : v → ℝ} (h : ∀ i a, eo i < ev a)
    (A : o × o × v × v → ℝ) : mp2Energy eo ev A < 0 ↔ A ≠ 0 := by
  constructor
  · rintro hneg rfl
    simp [mp2Energy] at hneg
  · intro hA
    obtain ⟨x, hx⟩ := Function.ne_iff.mp hA
    have hx' : A x ≠ 0 := hx
    have hpos : 0 < ∑ y, A y ^ 2 / denom eo ev y :=
      Finset.sum_pos' (fun y _ => div_nonneg (sq_nonneg _) (denom_pos h y).le)
        ⟨x, Finset.mem_univ x, div_pos (sq_pos_iff.mpr hx') (denom_pos h x)⟩
    unfold mp2Energy
    linarith

/-- With all occupied levels below all virtual levels, the Hylleraas functional takes the
second-order energy at the amplitudes `-A / d` and a larger value at any others; this energy
is negative unless all couplings vanish. -/
theorem hylleraas_unique_minimum {eo : o → ℝ} {ev : v → ℝ} (h : ∀ i a, eo i < ev a)
    (A : o × o × v × v → ℝ) :
    hylleraas eo ev A (amplitude eo ev A) = mp2Energy eo ev A ∧
      (∀ t, t ≠ amplitude eo ev A → mp2Energy eo ev A < hylleraas eo ev A t) ∧
      (A ≠ 0 → mp2Energy eo ev A < 0) := by
  refine ⟨?_, fun t ht => ?_, (mp2Energy_neg_iff h A).mpr⟩
  · rw [hylleraas_eq h]
    simp
  · -- some amplitude deviates, and its square enters with positive weight
    obtain ⟨x, hx⟩ := Function.ne_iff.mp ht
    have hpos : 0 < ∑ y, denom eo ev y * (t y - amplitude eo ev A y) ^ 2 :=
      Finset.sum_pos' (fun y _ => mul_nonneg (denom_pos h y).le (sq_nonneg _))
        ⟨x, Finset.mem_univ x,
          mul_pos (denom_pos h x) (sq_pos_iff.mpr (sub_ne_zero.mpr hx))⟩
    rw [hylleraas_eq h]
    linarith

/-- If every occupied-virtual gap is at least `g > 0`, the energy error of trial amplitudes is
at least `g / 2` times their squared distance from the first-order amplitudes. -/
theorem amplitude_error_le {eo : o → ℝ} {ev : v → ℝ} {g : ℝ} (hg : 0 < g)
    (hgap : ∀ i a, g ≤ ev a - eo i) (A t : o × o × v × v → ℝ) :
    g / 2 * ∑ x, (t x - amplitude eo ev A x) ^ 2 ≤
      hylleraas eo ev A t - mp2Energy eo ev A := by
  have h : ∀ i a, eo i < ev a := fun i a => by linarith [hgap i a]
  -- a double excitation costs at least two gaps
  have hd : ∀ x, 2 * g ≤ denom eo ev x := by
    rintro ⟨i, j, a, b⟩
    simp only [denom]
    linarith [hgap i a, hgap j b]
  have hsum : 2 * g * ∑ x, (t x - amplitude eo ev A x) ^ 2 ≤
      ∑ x, denom eo ev x * (t x - amplitude eo ev A x) ^ 2 := by
    rw [Finset.mul_sum]
    exact Finset.sum_le_sum fun x _ => mul_le_mul_of_nonneg_right (hd x) (sq_nonneg _)
  rw [hylleraas_eq h]
  linarith

/-- If the energy denominator of some index quadruple is negative, the Hylleraas functional is
unbounded below over all real amplitudes. -/
theorem hylleraas_unbounded {eo : o → ℝ} {ev : v → ℝ} (A : o × o × v × v → ℝ)
    {x : o × o × v × v} (hx : denom eo ev x < 0) (C : ℝ) :
    ∃ t, hylleraas eo ev A t < C := by
  classical
  -- excite only `x`, with a large amplitude `s`
  obtain ⟨s, hs1, hs⟩ : ∃ s : ℝ, 1 ≤ s ∧
      denom eo ev x * s ≤ -(2 * |A x| + 4 * |C| + 1) := by
    refine ⟨(2 * |A x| + 4 * |C| + 1) / (-denom eo ev x) + 1, ?_, ?_⟩
    · have : 0 ≤ (2 * |A x| + 4 * |C| + 1) / (-denom eo ev x) :=
        div_nonneg (by positivity) (by linarith)
      linarith
    · have hne : -denom eo ev x ≠ 0 := by linarith [hx] |> fun h : 0 < -denom eo ev x => h.ne'
      have hc := div_mul_cancel₀ (2 * |A x| + 4 * |C| + 1) hne
      nlinarith [hc, hx]
  refine ⟨fun y => if y = x then s else 0, ?_⟩
  have hval : hylleraas eo ev A (fun y => if y = x then s else 0) =
      (1 / 4) * (denom eo ev x * s ^ 2 + 2 * A x * s) := by
    unfold hylleraas
    rw [Finset.sum_eq_single x]
    · simp
    · intro y _ hy
      simp [hy]
    · intro hn
      exact absurd (Finset.mem_univ x) hn
  rw [hval]
  have hb : denom eo ev x * s + 2 * A x ≤ -(4 * |C| + 1) := by
    linarith [le_abs_self (A x)]
  have hm := mul_le_mul_of_nonneg_left hb (by linarith : (0 : ℝ) ≤ s)
  have hk : 0 ≤ (s - 1) * (4 * |C| + 1) := mul_nonneg (by linarith) (by positivity)
  nlinarith [hm, hk, neg_abs_le C]

end

end HylleraasMP2
```

```lean
#print axioms HylleraasMP2.amplitude_antisymm
#print axioms HylleraasMP2.hylleraas_unique_minimum
#print axioms HylleraasMP2.amplitude_error_le
#print axioms HylleraasMP2.hylleraas_unbounded
```

```
'HylleraasMP2.amplitude_antisymm' depends on axioms: [propext, Classical.choice, Quot.sound]
'HylleraasMP2.hylleraas_unique_minimum' depends on axioms: [propext, Classical.choice, Quot.sound]
'HylleraasMP2.amplitude_error_le' depends on axioms: [propext, Classical.choice, Quot.sound]
'HylleraasMP2.hylleraas_unbounded' depends on axioms: [propext, Classical.choice, Quot.sound]
```

## How the orbitals, couplings and energies appear in Lean

The types `o` and `v` label the occupied and the virtual spin orbitals. Wherever a sum is taken they are finite, but their sizes are arbitrary. The functions `eo` and `ev` give the orbital energies. A quadruple is an element of `o × o × v × v`, in the order $(i,j,a,b)$, and both the couplings `A` and the trial amplitudes `t` are real functions of quadruples.

The definitions follow the formulas: `denom` is $d$, `amplitude` is $t^*$, `hylleraas` is $J$ and `mp2Energy` is $E_2$. The hypothesis `∀ i a, eo i < ev a` is the ordering of the levels. It says that the highest occupied level lies strictly below the lowest virtual one, as for a reference determinant filled from the bottom with a non-zero gap.

The central theorem, `hylleraas_unique_minimum`, has three parts under this hypothesis:

- the functional at `amplitude eo ev A` equals `mp2Energy eo ev A`;
- at every other `t` the functional is strictly larger, which gives both minimality and uniqueness;
- if `A ≠ 0`, the energy is negative.

Here `A ≠ 0` means that `A` is not the zero function, so at least one coupling differs from zero. The converse of the third part is in `mp2Energy_neg_iff`.

In MP2 theory $A_{ijab}$ is the antisymmetrised two-electron integral $\langle ij \| ab \rangle$ over real canonical Hartree-Fock orbitals. The file takes `A` as an arbitrary real function and derives neither it nor the functional from a Hamiltonian. Hylleraas's variational principle concerns a general first-order wavefunction; the functional treated here is the form it takes for double excitations when the zeroth-order Hamiltonian is diagonal in the orbitals. Complex orbitals, and non-canonical orbitals whose Fock matrix couples different amplitudes, are not covered.

Only `amplitude_antisymm` assumes that `A` is antisymmetric. It needs no ordering of the levels, because Lean sets division by zero to zero and the symmetry survives that convention.

The theorem `hylleraas_unbounded` also refers to unrestricted amplitudes, and this affects its physical reading. The negative denominator may belong to a quadruple such as $(i,i,a,a)$, which describes no fermionic double excitation. If a single occupied spin orbital lies slightly above a single virtual spin orbital, this can be the only kind of negative denominator, and the functional restricted to antisymmetric amplitudes may still be bounded below.

For electronic-structure calculations with real canonical orbitals in a finite basis, and with all occupied levels below all virtual ones, the result means that approximate doubles amplitudes inserted into $J$ never give a value below the MP2 energy. This is a bound on the second-order energy and not on the exact correlation energy.

## From the completed square to the theorems

`denom_pos` splits a quadruple into its four indices and adds the inequalities for the pairs $(i,a)$ and $(j,b)$; `linarith` does the addition. `amplitude_antisymm` first shows that the denominator is unchanged by each exchange, then substitutes the sign change of `A`.

`hylleraas_eq` is the completed square. The rewriting with `Finset.mul_sum` and `Finset.sum_add_distrib` brings the right-hand side under one sum, and `Finset.sum_congr` reduces the claim to a single quadruple. Two identities do the rest. The first, `hA`, is the stationarity condition $d_x t^*_x = -A_x$. The second, `hE`, is $A_x^2/d_x = d_x (t^*_x)^2$, which follows from the first after multiplication by $d_x$. The closing `linear_combination` adds $\frac14$ times `hE` and $t_x/2$ times `hA`, and these are the multiples needed to match the two sides of the expanded square.

`mp2Energy_neg_iff` treats the two directions separately. If `A` is zero, the energy is zero and cannot be negative. If `A` is not zero, `Function.ne_iff` supplies a quadruple with a non-zero coupling, and `Finset.sum_pos'` makes the sum positive from non-negative terms of which one is strictly positive.

`hylleraas_unique_minimum` uses the same pattern. Its first part substitutes $t = t^*$ into the completed square, where every deviation vanishes. For the second, a `t` different from $t^*$ deviates at some quadruple, and `Finset.sum_pos'` makes the weighted sum of squares positive. The third part is taken from `mp2Energy_neg_iff`.

In `amplitude_error_le`, the auxiliary statement `hd` is the bound $2g \leq d_x$. Multiplying it by each squared deviation and summing gives `hsum`, and `hylleraas_eq` turns this into the energy estimate.

`hylleraas_unbounded` builds the large amplitude explicitly as

$$s = \frac{2|A_x| + 4|C| + 1}{-d_x} + 1,$$

which meets both requirements on $s$. The trial function equals `s` at `x` and zero elsewhere, and `Finset.sum_eq_single` leaves only that quadruple in the sum, as recorded in `hval`. The inequality `hb` bounds $d_x s + 2A_x$, `hm` multiplies the bound by $s$, and `hk` uses $s \geq 1$. The final `nlinarith` combines them into $J < C$.
